# The Error Floor of Fixed-Step Relaxation with Noisy Forces in a Harmonic Well

Suppose a structure is relaxed with forces from quantum Monte Carlo, and each step moves the atoms by a fixed multiple of the estimated force. After a while the coordinates stop drifting and only jitter. If the last geometry is then reported as the minimum, it carries an error that further iterations at the same step do not remove. If the step is too long, the jitter grows instead of settling. The size of the jitter as a function of the step tells these cases apart and lets one choose a step for a wanted accuracy.

## The variance as a geometric sum

Take one coordinate \(x\) in the well \(kx^2/2\) with \(k>0\). The estimated force at step \(n\) is \(-kx_n+z_n\), where \(z_n\) is the statistical error. With a fixed step parameter \(\eta>0\) and a deterministic start \(x_0\),

\[
x_{n+1}=x_n+\eta(-kx_n+z_n)=a\,x_n+\eta z_n,\qquad a=1-\eta k .
\]

Let every \(z_n\) have variance \(s^2\), with \(s\neq0\), and let different steps be uncorrelated. The claim is that \(\operatorname{Var}x_n\) converges if and only if \(\eta k<2\), and that the limit is then

\[
\frac{\eta s^2}{k(2-\eta k)} .
\]

First, \(x_n\) is uncorrelated with \(z_m\) for all \(m\ge n\). This holds for \(n=0\) because \(x_0\) is a constant. If it holds for \(n\), then for \(m\ge n+1\)

\[
\operatorname{Cov}(x_{n+1},z_m)=a\operatorname{Cov}(x_n,z_m)+\eta\operatorname{Cov}(z_n,z_m)=0 .
\]

The cross term in the variance of \(x_{n+1}\) therefore vanishes:

\[
\operatorname{Var}x_{n+1}=a^2\operatorname{Var}x_n+2a\eta\operatorname{Cov}(x_n,z_n)+\eta^2s^2
=a^2\operatorname{Var}x_n+\eta^2s^2 .
\]

Since \(\operatorname{Var}x_0=0\), iteration gives

\[
\operatorname{Var}x_n=\eta^2s^2\sum_{j=0}^{n-1}a^{2j},
\]

where the sum is empty for \(n=0\).

Now \(1-a^2=\eta k(2-\eta k)\). If \(\eta k<2\), this is positive, so \(a^2<1\) and the sum tends to \(1/(1-a^2)\). The variance tends to

\[
\frac{\eta^2s^2}{\eta k(2-\eta k)}=\frac{\eta s^2}{k(2-\eta k)} .
\]

If \(\eta k\ge2\), then \(a\le-1\) and every term of the sum is at least 1. Hence \(\operatorname{Var}x_n\ge n\eta^2s^2\), which grows without bound.

## Distance from the minimum and choice of step

The variance measures scatter about the mean position, whereas the error of the structure is the distance from the minimum at \(x=0\). If the noise has zero mean, then \(\mathbb E x_{n+1}=a\,\mathbb E x_n\), so \(\mathbb E x_n=a^nx_0\) and

\[
\mathbb E x_n^2=\operatorname{Var}x_n+(a^nx_0)^2 .
\]

For \(\eta k<2\) we have \(|a|<1\), the last term dies out, and the mean-square distance tends to the same floor.

To bring the floor down to a tolerance \(\varepsilon^2\) with \(\varepsilon>0\), multiply by the positive denominator:

\[
\eta s^2\le\varepsilon^2k(2-\eta k)
\iff \eta\,(s^2+k^2\varepsilon^2)\le 2k\varepsilon^2
\iff \eta\le\frac{2k\varepsilon^2}{s^2+k^2\varepsilon^2}.
\]

For a single harmonic coordinate and uncorrelated noise of zero mean and constant variance, this turns a target accuracy of the relaxed geometry into a largest admissible step.

## Frozen noise has a floor independent of the step

Equal variances alone do not fix the limit. Let the same random error \(Z\), of variance \(s^2\), enter at every step, so that \(z_n=Z\) for all \(n\). Then

\[
x_n=a^nx_0+\eta Z\sum_{j=0}^{n-1}a^j ,
\]

and for \(\eta k<2\) the variance tends to \(\eta^2s^2/(1-a)^2=s^2/k^2\), whatever the step. At \(\eta k=1/2\) the formula for uncorrelated noise would give \(s^2/(3k^2)\), a third of the true value. Shortening the step does not help against an error that is repeated at every iteration.

## The relaxation and its noise in Lean

The type `Ω` is the sample space, and a random variable is a function from `Ω` to the reals.

```lean
import Mathlib

open MeasureTheory ProbabilityTheory Filter Topology NNReal

namespace NoisyRelaxation

noncomputable section

variable {Ω : Type*}
```

The definition `relax` is the update rule in its physical form, the old position plus `η` times the noisy force. For each `n` it returns the position as a random variable.

```lean
/-- Fixed-step relaxation in the harmonic well `k x² / 2`: each step moves the coordinate by
`η` times the noisy force `-k x + z n`, starting from the deterministic position `x₀`. -/
def relax (k η x₀ : ℝ) (z : ℕ → Ω → ℝ) : ℕ → Ω → ℝ
  | 0 => fun _ => x₀
  | n + 1 => fun ω => relax k η x₀ z n ω + η * (-k * relax k η x₀ z n ω + z n ω)
```

The limiting variance gets a name. It is also the limiting mean-square error of the position if the noise has zero mean. At \(\eta k=2\) Lean's division by zero would return 0; every theorem about the floor assumes \(\eta k<2\).

```lean
/-- The expression `η s² / (k (2 - η k))`, read as the mean-square positional error floor when
`k, η > 0` and `η k < 2`. -/
def errorFloor (k η s : ℝ) : ℝ := η * s ^ 2 / (k * (2 - η * k))
```

The assumptions on the noise are collected in one structure, with `μ` as the probability measure.

- `memLp` says that each \(z_n\) is square integrable. Physically, the force estimator has finite variance.
- `var_eq` fixes the same variance \(s^2\) at every step. This stands for a constant sampling effort and a noise level that does not change as the atom moves.
- `cov_eq` says that different steps are uncorrelated, as when each force comes from a fresh set of samples. Independent noise satisfies this, but independence is not required.

Zero mean is not part of the structure, because the variance does not depend on it.

```lean
variable [MeasurableSpace Ω]

/-- Force noise that is square integrable, has variance `s²` at every step, and is
uncorrelated between different steps. -/
structure UncorrelatedNoise (μ : Measure Ω) (z : ℕ → Ω → ℝ) (s : ℝ) : Prop where
  memLp : ∀ n, MemLp (z n) 2 μ
  var_eq : ∀ n, Var[z n; μ] = s ^ 2
  cov_eq : ∀ m n, m ≠ n → cov[z m, z n; μ] = 0
```

Noise of this kind exists for every \(s\ge0\). The example is a sequence of independent Gaussian variables, realised as the coordinates of an infinite product space. The proof first shows that reading off one coordinate preserves the measure (`mp`), which carries integrability, variance and mean over from the single Gaussian. Independence of the coordinates then gives zero covariance.

```lean
/-- Independent centred Gaussian variables of standard deviation `s`, realised as the
coordinates of an infinite product space, are uncorrelated noise with zero mean. -/
theorem gaussian_noise_witness (s : ℝ≥0) :
    UncorrelatedNoise (Measure.infinitePi fun _ : ℕ => gaussianReal 0 (s ^ 2))
      (fun n ω => ω n) s ∧
    ∀ n, ∫ ω, ω n ∂(Measure.infinitePi fun _ : ℕ => gaussianReal 0 (s ^ 2)) = 0 := by
  have mp : ∀ n : ℕ, MeasurePreserving (fun ω : ℕ → ℝ => ω n)
      (Measure.infinitePi fun _ : ℕ => gaussianReal 0 (s ^ 2)) (gaussianReal 0 (s ^ 2)) :=
    fun n => measurePreserving_eval_infinitePi (fun _ : ℕ => gaussianReal 0 (s ^ 2)) n
  have hL : ∀ n : ℕ, MemLp (fun ω : ℕ → ℝ => ω n) 2
      (Measure.infinitePi fun _ : ℕ => gaussianReal 0 (s ^ 2)) :=
    fun n => (memLp_id_gaussianReal' 2 (by simp)).comp_measurePreserving (mp n)
  refine ⟨⟨hL, fun n => ?_, fun m n hmn => ?_⟩, fun n => ?_⟩
  · have h := variance_map (X := id) aemeasurable_id (mp n).aemeasurable
    rw [(mp n).map_eq, variance_id_gaussianReal] at h
    exact h.symm.trans (NNReal.coe_pow s 2)
  · have h := iIndepFun_infinitePi (P := fun _ : ℕ => gaussianReal 0 (s ^ 2))
      (X := fun _ x => x) (fun _ => measurable_id)
    exact (h.indepFun hmn).covariance_eq_zero (hL m) (hL n)
  · have h := integral_map (f := fun x : ℝ => x) (mp n).aemeasurable
      measurable_id.aestronglyMeasurable
    rw [(mp n).map_eq, integral_id_gaussianReal] at h
    exact h.symm
```

## From one step to the geometric sum

From here on `μ` is a probability measure, and `k`, `η` and `s` are real numbers whose signs are restricted only where a theorem says so. The first lemma rewrites the update as \(x_{n+1}=(1-\eta k)x_n+\eta z_n\), an identity between random variables.

```lean
variable {μ : Measure Ω} [IsProbabilityMeasure μ] {z : ℕ → Ω → ℝ} {k η s : ℝ}

omit [MeasurableSpace Ω] in
/-- One relaxation step multiplies the position by `1 - η k` and adds `η` times the noise. -/
theorem relax_succ (k η x₀ : ℝ) (z : ℕ → Ω → ℝ) (n : ℕ) :
    relax k η x₀ z (n + 1) = (1 - η * k) • relax k η x₀ z n + η • z n := by
  ext ω
  simp only [relax, Pi.add_apply, Pi.smul_apply, smul_eq_mul]
  ring
```

The next lemma is the induction on correlations, with square integrability carried along because the covariance rules need it. In the step from `n` to `n + 1`, `covariance_add_left` splits the covariance into the two terms found above. The induction hypothesis removes the first and `cov_eq` the second.

```lean
/-- With uncorrelated noise, the position after `n` steps is square integrable and is
uncorrelated with the noise of step `n` and of all later steps. -/
theorem relax_uncorrelated (hz : UncorrelatedNoise μ z s) (x₀ : ℝ) (n : ℕ) :
    MemLp (relax k η x₀ z n) 2 μ ∧ ∀ m, n ≤ m → cov[relax k η x₀ z n, z m; μ] = 0 := by
  induction n with
  | zero => exact ⟨memLp_const x₀, fun m _ => covariance_const_left x₀⟩
  | succ n ih =>
    rw [relax_succ]
    refine ⟨(ih.1.const_smul _).add ((hz.memLp n).const_smul _), fun m hm => ?_⟩
    rw [covariance_add_left (ih.1.const_smul _) ((hz.memLp n).const_smul _) (hz.memLp m),
      covariance_smul_left, covariance_smul_left, ih.2 m (by omega),
      hz.cov_eq n m (by omega)]
    ring
```

The variance formula is again an induction. `variance_add` produces the two variances and the cross term, and `hc n le_rfl` sets the cross term to zero. `geom_sum_succ` writes the longer sum as the ratio times the shorter one plus 1, which is the recursion for the variance.

```lean
/-- With uncorrelated noise of variance `s²`, the positional variance after `n` steps is
`η² s²` times a geometric sum with ratio `(1 - η k)²`. -/
theorem variance_relax (hz : UncorrelatedNoise μ z s) (x₀ : ℝ) (n : ℕ) :
    Var[relax k η x₀ z n; μ] =
      η ^ 2 * s ^ 2 * ∑ j ∈ Finset.range n, ((1 - η * k) ^ 2) ^ j := by
  induction n with
  | zero =>
    have h : Var[(fun _ : Ω => x₀); μ] = 0 := by simp [variance_eq_integral]
    simpa [relax] using h
  | succ n ih =>
    obtain ⟨hL, hc⟩ := relax_uncorrelated (k := k) (η := η) hz x₀ n
    -- the cross term vanishes, so the variances add
    rw [relax_succ, variance_add (hL.const_smul _) ((hz.memLp n).const_smul _),
      variance_smul, variance_smul, covariance_smul_left, covariance_smul_right,
      hc n le_rfl, hz.var_eq n, ih, geom_sum_succ]
    ring
```

## Convergence below the threshold, growth from it onwards

For \(\eta k<2\), `hr` is the inequality \((1-\eta k)^2<1\), and Mathlib's geometric series supplies the limit of the sum. The step `hval` simplifies that limit to the floor, using the factorisation of \(1-a^2\) in `h4`.

```lean
/-- For `k, η > 0` and `η k < 2`, the positional variance under uncorrelated noise tends to
the error floor. -/
theorem variance_tendsto_floor (hz : UncorrelatedNoise μ z s) (x₀ : ℝ)
    (hk : 0 < k) (hη : 0 < η) (h2 : η * k < 2) :
    Tendsto (fun n => Var[relax k η x₀ z n; μ]) atTop (𝓝 (errorFloor k η s)) := by
  have hp : 0 < η * k := mul_pos hη hk
  have hr : (1 - η * k) ^ 2 < 1 := by nlinarith
  have hlim := ((hasSum_geometric_of_lt_one (sq_nonneg (1 - η * k)) hr).tendsto_sum_nat).const_mul
    (η ^ 2 * s ^ 2)
  have hval : η ^ 2 * s ^ 2 * (1 - (1 - η * k) ^ 2)⁻¹ = errorFloor k η s := by
    have h3 : 2 - η * k ≠ 0 := by linarith
    have h4 : 1 - (1 - η * k) ^ 2 = η * (k * (2 - η * k)) := by ring
    rw [h4, errorFloor]
    field_simp
  rw [hval] at hlim
  simpa only [variance_relax hz x₀] using hlim
```

For \(\eta k\ge2\), `hsum` is the bound of the sum from below by \(n\). The variance is thus at least \(n\eta^2s^2\), and `tendsto_atTop_mono` concludes that it tends to infinity.

```lean
/-- For `η ≠ 0`, `s ≠ 0` and `η k ≥ 2`, the positional variance under uncorrelated noise
grows without bound. -/
theorem variance_tendsto_atTop (hz : UncorrelatedNoise μ z s) (x₀ : ℝ)
    (hη : η ≠ 0) (hs : s ≠ 0) (h2 : 2 ≤ η * k) :
    Tendsto (fun n => Var[relax k η x₀ z n; μ]) atTop atTop := by
  have hc : 0 < η ^ 2 * s ^ 2 := by positivity
  have hr : 1 ≤ (1 - η * k) ^ 2 := by nlinarith
  refine tendsto_atTop_mono (fun n => ?_)
    ((tendsto_natCast_atTop_atTop (R := ℝ)).const_mul_atTop hc)
  rw [variance_relax hz x₀]
  -- every term of the geometric sum is at least one
  have hsum : (n : ℝ) ≤ ∑ j ∈ Finset.range n, ((1 - η * k) ^ 2) ^ j := by
    calc (n : ℝ) = ∑ _j ∈ Finset.range n, (1 : ℝ) := by simp
      _ ≤ _ := Finset.sum_le_sum fun j _ => one_le_pow₀ hr
  exact mul_le_mul_of_nonneg_left hsum hc.le
```

The main theorem joins the two cases. Its first part says that some real number `L` is the limit of the variance exactly when `η * k < 2`; its second part gives the value of the limit. For the "only if" direction, a variance that tends to infinity cannot also tend to a real `L`. This direction uses `hs : s ≠ 0`, since without noise the variance is zero at every step length.

The theorem concerns one coordinate, an exactly harmonic well and a step that never changes. In a harmonic well with several coupled coordinates, it applies along each eigenvector of the force-constant matrix with positive eigenvalue \(k\), provided that the noise along that direction meets the assumptions. Anharmonicity and step schedules lie beyond it.

```lean
/-- For `k, η > 0` and uncorrelated noise of variance `s² ≠ 0`, the positional variance
converges if and only if `η k < 2`, and its limit is then `η s² / (k (2 - η k))`. -/
theorem variance_converges_iff (hz : UncorrelatedNoise μ z s) (x₀ : ℝ)
    (hk : 0 < k) (hη : 0 < η) (hs : s ≠ 0) :
    ((∃ L, Tendsto (fun n => Var[relax k η x₀ z n; μ]) atTop (𝓝 L)) ↔ η * k < 2) ∧
    (η * k < 2 → Tendsto (fun n => Var[relax k η x₀ z n; μ]) atTop
      (𝓝 (η * s ^ 2 / (k * (2 - η * k))))) := by
  refine ⟨⟨fun ⟨L, hL⟩ => ?_, fun h => ⟨_, variance_tendsto_floor hz x₀ hk hη h⟩⟩,
    variance_tendsto_floor hz x₀ hk hη⟩
  by_contra h
  exact not_tendsto_nhds_of_tendsto_atTop
    (variance_tendsto_atTop hz x₀ hη.ne' hs (not_lt.mp h)) L hL
```

## The floor as an error of the structure

The hypothesis `h0` now states that the noise has zero mean, which means that the force estimates are unbiased. The mean position follows by induction from linearity of the integral.

```lean
/-- With uncorrelated noise of zero mean, the mean position after `n` steps is
`(1 - η k)ⁿ x₀`. -/
theorem mean_relax (hz : UncorrelatedNoise μ z s) (h0 : ∀ n, ∫ ω, z n ω ∂μ = 0)
    (x₀ : ℝ) (n : ℕ) : ∫ ω, relax k η x₀ z n ω ∂μ = (1 - η * k) ^ n * x₀ := by
  induction n with
  | zero => simp [relax]
  | succ n ih =>
    have hi := (relax_uncorrelated (k := k) (η := η) hz x₀ n).1.integrable one_le_two
    have hn := (hz.memLp n).integrable one_le_two
    simp only [relax_succ, Pi.add_apply, Pi.smul_apply, smul_eq_mul]
    rw [integral_add (hi.const_mul _) (hn.const_mul _), integral_const_mul,
      integral_const_mul, ih, h0 n]
    ring
```

The integral of `relax k η x₀ z n ω ^ 2` is the mean-square distance from the minimum. `hsplit` is its decomposition into the variance and the squared mean, `hm` shows that the squared mean tends to zero, and the previous limit supplies the rest.

```lean
/-- For `k, η > 0`, `η k < 2` and uncorrelated noise of zero mean, the mean-square distance
from the minimum of the well tends to the error floor. -/
theorem meanSquare_tendsto_floor (hz : UncorrelatedNoise μ z s)
    (h0 : ∀ n, ∫ ω, z n ω ∂μ = 0) (x₀ : ℝ) (hk : 0 < k) (hη : 0 < η) (h2 : η * k < 2) :
    Tendsto (fun n => ∫ ω, relax k η x₀ z n ω ^ 2 ∂μ) atTop (𝓝 (errorFloor k η s)) := by
  have hp : 0 < η * k := mul_pos hη hk
  have hsplit : ∀ n, ∫ ω, relax k η x₀ z n ω ^ 2 ∂μ =
      Var[relax k η x₀ z n; μ] + ((1 - η * k) ^ n * x₀) ^ 2 := fun n => by
    have h := variance_eq_sub (relax_uncorrelated (k := k) (η := η) hz x₀ n).1
    rw [mean_relax hz h0] at h
    simp only [Pi.pow_apply] at h
    linarith
  -- the memory of the starting point dies out
  have hr : |1 - η * k| < 1 := abs_lt.mpr ⟨by linarith, by linarith⟩
  have hm := ((tendsto_pow_atTop_nhds_zero_of_abs_lt_one hr).mul_const x₀).pow 2
  have h := (variance_tendsto_floor hz x₀ hk hη h2).add hm
  simp only [hsplit]
  simpa using h
```

The last theorem is the criterion for the step. It is a statement about the formula for the floor alone, so no noise appears in it. The two rewriting lemmas `div_le_iff₀` and `le_div_iff₀` clear the positive denominators, and `nlinarith` does the rearrangement in both directions.

```lean
/-- For `k, ε > 0` and `η k < 2`, the error floor is at most `ε²` exactly when the step
satisfies `η ≤ 2 k ε² / (s² + k² ε²)`. -/
theorem errorFloor_le_iff {ε : ℝ} (hk : 0 < k) (hε : 0 < ε) (h2 : η * k < 2) :
    errorFloor k η s ≤ ε ^ 2 ↔ η ≤ 2 * k * ε ^ 2 / (s ^ 2 + k ^ 2 * ε ^ 2) := by
  have h3 : 0 < k * (2 - η * k) := mul_pos hk (by linarith)
  have h4 : 0 < s ^ 2 + k ^ 2 * ε ^ 2 := by positivity
  rw [errorFloor, div_le_iff₀ h3, le_div_iff₀ h4]
  constructor <;> intro h <;> nlinarith [h]

end

end NoisyRelaxation
```

```lean
#print axioms NoisyRelaxation.variance_converges_iff
-- 'NoisyRelaxation.variance_converges_iff' depends on axioms: [propext, Classical.choice, Quot.sound]
#print axioms NoisyRelaxation.meanSquare_tendsto_floor
-- 'NoisyRelaxation.meanSquare_tendsto_floor' depends on axioms: [propext, Classical.choice, Quot.sound]
#print axioms NoisyRelaxation.errorFloor_le_iff
-- 'NoisyRelaxation.errorFloor_le_iff' depends on axioms: [propext, Classical.choice, Quot.sound]
```
